# Nonzero coupling gives every mainly dark eigenstate of a two-state model some bright character

A dark state at energy 0 and a bright state at energy D are coupled by a real matrix element W, giving a real symmetric 2×2 Hamiltonian. The theorem says that if W ≠ 0, any real eigenvector v whose dark component is the larger, `v 1 ^ 2 < v 0 ^ 2`, has `0 < v 1 ^ 2`. The vector need not be normalised; its normalised bright weight is v₁²/(v₀² + v₁²), which is then positive too. The attempt takes the relation D v₀v₁ = −W(v₀² − v₁²) from an earlier lemma and supposes that the bright amplitude is zero, aiming to contradict W ≠ 0 and the strict inequality.

This version doesn't compile in Lean 4 with Mathlib:

```lean
import Mathlib

open Matrix Filter Topology

namespace BrightComponentPos

noncomputable section

/-- Hamiltonian of a dark state at energy `0` and a bright state at energy `D`,
coupled by `W`. -/
def hamiltonian (W D : ℝ) : Matrix (Fin 2) (Fin 2) ℝ := !![0, W; W, D]

/-- An eigenvector of the Hamiltonian in which the dark component outweighs the bright one. -/
def IsMainlyDark (W D : ℝ) (v : Fin 2 → ℝ) : Prop :=
  (∃ E : ℝ, hamiltonian W D *ᵥ v = E • v) ∧ v 1 ^ 2 < v 0 ^ 2

/-- Eliminating the energy from the two eigenvalue equations relates the two amplitudes. -/
theorem amplitude_relation {W D : ℝ} {v : Fin 2 → ℝ} (hv : IsMainlyDark W D v) :
    D * (v 0 * v 1) = -W * (v 0 ^ 2 - v 1 ^ 2) := by
  obtain ⟨⟨E, hE⟩, -⟩ := hv
  have h0 : W * v 1 = E * v 0 := by
    simpa [hamiltonian, Matrix.mulVec, dotProduct, Fin.sum_univ_two] using congrFun hE 0
  have h1 : W * v 0 + D * v 1 = E * v 1 := by
    simpa [hamiltonian, Matrix.mulVec, dotProduct, Fin.sum_univ_two] using congrFun hE 1
  linear_combination v 0 * h1 - v 1 * h0

/-- A nonzero coupling gives every mainly dark eigenvector a nonzero bright component. -/
theorem bright_component_pos {W D : ℝ} (hW : W ≠ 0) {v : Fin 2 → ℝ}
    (hv : IsMainlyDark W D v) : 0 < v 1 ^ 2 := by
  have key := amplitude_relation hv
  have hlt := hv.2
  refine pow_pos_of_ne hW key hlt
where
  pow_pos_of_ne {W D a b : ℝ} (hW : W ≠ 0) (key : D * (a * b) = -W * (a ^ 2 - b ^ 2))
      (hlt : b ^ 2 < a ^ 2) : 0 < b ^ 2 := by
    have hb : b ≠ 0 := by
      rintro rfl
      have h : W * (a ^ 2 - 0 ^ 2) = 0 := by linear_combination -key
      exact mul_ne_zero hW (sub_pos.2 hlt).ne' h
    positivity

end

end BrightComponentPos
```

Messages:

```
Main.lean:38:45: error: ring failed, ring expressions not equal
W✝ D✝ : ℝ
hW✝ : W✝ ≠ 0
v : Fin 2 → ℝ
hv : IsMainlyDark W✝ D✝ v
W D a : ℝ
hW : W ≠ 0
key : D * (a * 0) = -W * (a ^ 2 - 0 ^ 2)
hlt : 0 ^ 2 < a ^ 2
⊢ W * a ^ 2 * 2 = 0
```

The repair, with which the file compiles:

```diff
@@ -30,13 +30,10 @@
   have key := amplitude_relation hv
   have hlt := hv.2
-  refine pow_pos_of_ne hW key hlt
-where
-  pow_pos_of_ne {W D a b : ℝ} (hW : W ≠ 0) (key : D * (a * b) = -W * (a ^ 2 - b ^ 2))
-      (hlt : b ^ 2 < a ^ 2) : 0 < b ^ 2 := by
-    have hb : b ≠ 0 := by
-      rintro rfl
-      have h : W * (a ^ 2 - 0 ^ 2) = 0 := by linear_combination -key
-      exact mul_ne_zero hW (sub_pos.2 hlt).ne' h
-    positivity
+  have hb : v 1 ≠ 0 := by
+    intro h0
+    rw [h0] at key hlt
+    have h : W * (v 0 ^ 2 - 0 ^ 2) = 0 := by linear_combination key
+    exact mul_ne_zero hW (sub_pos.2 hlt).ne' h
+  positivity
 
 end
```

The error is a wrong sign in `linear_combination -key`. With the bright amplitude `b` set to zero, `key` reads `D * (a * 0) = -W * (a ^ 2 - 0 ^ 2)`, so its left side minus its right side is W a². The goal `W * (a ^ 2 - 0 ^ 2) = 0` has the same difference. `linear_combination` subtracts the given combination from the goal and asks `ring1` to show that the result is zero. Subtracting `-key` adds the two terms instead of cancelling them, which leaves the `W * a ^ 2 * 2 = 0` of the message. With `linear_combination key` they cancel.

Moving the argument from the `where` helper `pow_pos_of_ne` into the main proof is mere tidying. It does, however, require replacing `rintro rfl`: the amplitude is now `v 1`, not a local variable that can be substituted away, so the proof names the equation `h0` and rewrites with it in `key` and `hlt`.
